# The minimum image in a rectangular periodic box: no image is shorter, and at most one is shorter than half the smallest edge

In a periodic simulation box every particle has a copy in each repeated cell, and an energy routine needs to know which copies of a neighbour are close enough to interact. To turn this into a statement about numbers, we describe a pair by its displacement and label each copy by integers that count the edges by which it is shifted. Along a single edge of length $L$, the images of a separation $d$ are then the numbers $d + kL$ with $k$ an integer. Particle positions don't appear, so it doesn't matter whether they have been wrapped back into the box.

## One neighbour, many copies

The minimum image convention keeps one copy of each neighbour. Along one edge, it replaces $d$ by

$$d - L\,\mathrm{round}(d/L).$$

With $L = 10$ and $d = 7$, for example, $\mathrm{round}(0.7) = 1$ and the result is $-3$: the copy on the other side is nearer.

For an energy calculation, two things matter. The formula should return an image that no other image beats, and no second image should lie within the range of the interaction. That range is the cutoff $c$, the distance at and beyond which the pair potential is set to zero. The familiar rule that $c$ may be at most half the box edge takes care of the second point.

The results bear on molecular dynamics and Monte Carlo codes that use a truncated pair potential in a rectangular box, with a cutoff of at most half the smallest edge: there, one image per pair gives the full periodic pair energy.

## What is stated for one edge

For real $d$, the theorem `minImage_spec` assumes $L > 0$ and says that

$$|d - L\,\mathrm{round}(d/L)| \le \frac L2, \qquad |d - L\,\mathrm{round}(d/L)| \le |d + kL| \ \text{ for every integer } k.$$

In Lean the minimum image is `minImage L d`. The function `round` sends a half-integer upwards, so the separation $L/2$ becomes $-L/2$. Another rule for ties may choose the other of two equally short images.

The theorem `image_unique` says that if $c \le L/2$ and the images labelled $k$ and $l$ both have absolute value strictly below $c$, then $k = l$. There may also be no image inside the cutoff.

The theorem `half_edge_sharp` shows that the bound on $c$ is the best possible along one edge. If $L > 0$ and $c > L/2$, the separation $L/2$ has two images inside the cutoff, with labels $0$ and $-1$.

## What is stated for a box

The axes of the box are indexed by a finite type `ι`; three elements give the usual simulation box. The edges `L`, the displacement `d` and the label `k` are functions on `ι`, written below with components $L_i$, $d_i$ and $k_i$. Here $d$ is a displacement vector, not a distance, and $k$ is an image label, not a wavevector.

- `boxImage L d k` has components $d_i + k_i L_i$.
- `boxMinImage L d` applies the one-edge formula on each axis.
- `len x` is the Euclidean length $\sqrt{\sum_i x_i^2}$. It is defined explicitly because Mathlib's default norm on such functions is the largest component in absolute value.

If all edges are positive, `boxMinImage_shortest` says that no periodic image is shorter than the minimum image. If $c \le L_i/2$ for every $i$, `boxImage_unique` says that at most one image has length below $c$.

The energy statement is `lattice_sum_eq_minImage`. Let $V$ be a real function of the displacement vector, so that a potential depending on distance alone is a special case. Suppose that $V(x) = 0$ whenever the length of $x$ is at least $c$, and that $c \le L_i/2$ for every $i$. Then

$$\sum_{k} V\big((d_i + k_i L_i)_i\big) = V\big((d_i - L_i\,\mathrm{round}(d_i/L_i))_i\big),$$

where $k$ runs over all integer vectors. Lean expresses this with `HasSum`, which says that the series converges, in any order of summation, to the value on the right.

The theorem concerns one displacement, and a total energy applies it to each pair of distinct particles. An interaction with a tail beyond $c$ must first be truncated, and the theorem doesn't estimate the effect of doing so. A bare Coulomb interaction doesn't satisfy the hypothesis.

## Rounding and the spacing of images

Set $u = d/L$ and $n = \mathrm{round}(u)$. By the definition of rounding, $n \le u + \tfrac12 < n + 1$, hence

$$-\tfrac12 \le u - n < \tfrac12, \qquad |u - n| \le \tfrac12 .$$

Let $z$ be any integer different from $n$. Two different integers are at least $1$ apart, so

$$|u - z| \ge |n - z| - |u - n| \ge 1 - \tfrac12 = \tfrac12 \ge |u - n| .$$

For $z = n$ the two ends are equal. Thus $n$ is a nearest integer to $u$.

Multiplying by $L > 0$ restores the length scale. Since $d - Ln = L(u - n)$, we get $|d - Ln| \le L/2$. An arbitrary image is $d + kL = L(u - z)$ with $z = -k$, and therefore

$$|d - Ln| = L|u - n| \le L|u - z| = |d + kL| .$$

For uniqueness, suppose that $|d + kL| < c$ and $|d + lL| < c$ with $c \le L/2$. An absolute value is nonnegative, so $0 < c \le L/2$ and $L$ is positive. If $k \ne l$, then

$$L \le |k - l|\,L = |(d + kL) - (d + lL)| < 2c \le L,$$

which is impossible.

For the sharpness of the bound, take $d = L/2$. Its images with $k = 0$ and $k = -1$ are $L/2$ and $-L/2$. Both have absolute value $L/2$, which is below $c$ as soon as $c > L/2$.

## From one axis to the box

Write $m_i = d_i - L_i\,\mathrm{round}(d_i/L_i)$ for the components of the minimum image. The one-edge result gives $|m_i| \le |d_i + k_i L_i|$ on every axis. Squaring and adding,

$$\sum_i m_i^2 \le \sum_i (d_i + k_i L_i)^2 ,$$

and taking square roots gives the inequality between lengths. The axes can be treated separately because they are orthogonal, so the squared length contains no cross terms.

For uniqueness, note that $|x_i| = \sqrt{x_i^2} \le \sqrt{\sum_j x_j^2}$ for every vector $x$. If two images have length below $c$, each of their components is also below $c$ in absolute value. The one-edge result then gives $k_i = l_i$ on each axis, so the two labels are the same.

Now take the lattice sum. The minimum image has the label $k^*$ with components $k^*_i = -\mathrm{round}(d_i/L_i)$. Let $k \ne k^*$ and suppose that the image labelled $k$ were shorter than $c$. Then $c > 0$, so every edge is positive. The minimum image is no longer than this image, so it is shorter than $c$ as well. Uniqueness would give $k = k^*$, a contradiction. Every image other than the minimum image therefore has length at least $c$ and contributes zero. One term is left, $V(m)$, and it may itself be zero.

The theorem doesn't assume positive edges. If $c \le 0$, the condition on $V$ makes it zero everywhere and the equation reads $0 = 0$.

## A skewed cell where rounding misses

Consider a planar cell with edge vectors $(1, 0)$ and $(1/2, 1)$. A displacement with fractional coordinates $(f, g)$, its coefficients along these two vectors, has squared length

$$(f + g/2)^2 + g^2 .$$

Take $f = g = 2/5$. Both coordinates round to zero, so rounding leaves the displacement as it is, with squared length $0.6^2 + 0.4^2 = 0.52$. Shifting by minus the first edge vector changes $f$ to $-3/5$ and gives $(-0.4)^2 + 0.4^2 = 0.32$. The lengths are about $0.72$ and $0.57$, so rounding has missed a shorter image.

The theorem `skew_rounding_fails` states this comparison between squared lengths, which the file calls `skewSq`. It treats one displacement in one cell, which is enough to show that `boxMinImage_shortest` doesn't carry over to all skewed cells. It doesn't decide whether the lattice sum does: both images are longer than $0.5$, half the shorter edge, so a potential cut off there vanishes at both.

## The Lean file

```lean
import Mathlib

open Finset

namespace MinimumImage

noncomputable section

/-- The minimum image of a separation `d` along a periodic edge of length `L ≠ 0`. -/
def minImage (L d : ℝ) : ℝ := d - L * round (d / L)

/-- For a positive edge `L`, the minimum image has size at most `L / 2`, and no periodic
image `d + k L` is closer to the origin. -/
theorem minImage_spec {L : ℝ} (hL : 0 < L) (d : ℝ) :
    |minImage L d| ≤ L / 2 ∧ ∀ k : ℤ, |minImage L d| ≤ |d + k * L| := by
  have h : L * (d / L) = d := by field_simp
  -- measure the separation in units of the edge
  have key : ∀ z : ℤ, d - L * (z : ℝ) = L * (d / L - z) := by
    intro z
    linear_combination -h
  unfold minImage
  constructor
  · rw [key, abs_mul, abs_of_pos hL]
    have := mul_le_mul_of_nonneg_left (abs_sub_round (d / L)) hL.le
    linarith
  · intro k
    have e : d + k * L = L * (d / L - ((-k : ℤ) : ℝ)) := by
      push_cast
      linear_combination -h
    rw [e, key, abs_mul, abs_mul]
    -- rounding gives the nearest integer
    exact mul_le_mul_of_nonneg_left (round_le _ _) (abs_nonneg L)

/-- If the cutoff `c` is at most half the edge, at most one periodic image of a separation
lies strictly within the cutoff. -/
theorem image_unique {L c d : ℝ} (hc : c ≤ L / 2) {k l : ℤ}
    (hk : |d + k * L| < c) (hl : |d + l * L| < c) : k = l := by
  have hL : 0 < L := by linarith [abs_nonneg (d + k * L)]
  obtain ⟨hk1, hk2⟩ := abs_lt.mp hk
  obtain ⟨hl1, hl2⟩ := abs_lt.mp hl
  -- different images are at least one edge apart
  rcases lt_trichotomy k l with h | h | h
  · have h' : (k : ℝ) + 1 ≤ l := by exact_mod_cast h
    nlinarith [mul_le_mul_of_nonneg_right h' hL.le]
  · exact h
  · have h' : (l : ℝ) + 1 ≤ k := by exact_mod_cast h
    nlinarith [mul_le_mul_of_nonneg_right h' hL.le]

/-- For a positive edge `L` and a cutoff larger than `L / 2`, the separation `L / 2` has two
images within the cutoff, those with `k = 0` and `k = -1`. -/
theorem half_edge_sharp {L c : ℝ} (hL : 0 < L) (hc : L / 2 < c) :
    |L / 2 + ((0 : ℤ) : ℝ) * L| < c ∧ |L / 2 + ((-1 : ℤ) : ℝ) * L| < c := by
  constructor
  · rw [abs_lt]
    push_cast
    constructor <;> linarith
  · rw [abs_lt]
    push_cast
    constructor <;> linarith

variable {ι : Type*} [Fintype ι]

/-- The Euclidean length of a displacement. -/
def len (x : ι → ℝ) : ℝ := √(∑ i, x i ^ 2)

/-- The image of the displacement `d` shifted by `k i` edges along each axis `i` of a
rectangular box with edges `L i`. -/
def boxImage (L d : ι → ℝ) (k : ι → ℤ) : ι → ℝ := fun i => d i + k i * L i

/-- The minimum image in a rectangular box with nonzero edges, taken axis by axis. -/
def boxMinImage (L d : ι → ℝ) : ι → ℝ := fun i => minImage (L i) (d i)

omit [Fintype ι] in
/-- The axis-by-axis minimum image is the periodic image with shifts `-round (d i / L i)`. -/
theorem boxImage_round (L d : ι → ℝ) :
    boxImage L d (fun i => -round (d i / L i)) = boxMinImage L d := by
  funext i
  unfold boxImage boxMinImage minImage
  push_cast
  ring

/-- In a rectangular box with positive edges, the axis-by-axis minimum image is at least as
short as every periodic image of the displacement. -/
theorem boxMinImage_shortest {L : ι → ℝ} (hL : ∀ i, 0 < L i) (d : ι → ℝ) (k : ι → ℤ) :
    len (boxMinImage L d) ≤ len (boxImage L d k) := by
  unfold len
  apply Real.sqrt_le_sqrt
  apply Finset.sum_le_sum
  intro i _
  exact sq_le_sq.mpr ((minImage_spec (hL i) (d i)).2 (k i))

/-- If the cutoff is at most half of every edge of a rectangular box, at most one periodic
image of a displacement has length below the cutoff. -/
theorem boxImage_unique {L d : ι → ℝ} {c : ℝ} (hc : ∀ i, c ≤ L i / 2) {k l : ι → ℤ}
    (hk : len (boxImage L d k) < c) (hl : len (boxImage L d l) < c) : k = l := by
  -- no component exceeds the length
  have comp : ∀ (x : ι → ℝ) (i : ι), |x i| ≤ len x := by
    intro x i
    exact Real.abs_le_sqrt
      (Finset.single_le_sum (f := fun j => x j ^ 2) (fun j _ => sq_nonneg (x j))
        (Finset.mem_univ i))
  funext i
  exact image_unique (hc i) (lt_of_le_of_lt (comp (boxImage L d k) i) hk)
    (lt_of_le_of_lt (comp (boxImage L d l) i) hl)

/-- If a pair potential vanishes at and beyond a cutoff that is at most half of every edge of
a rectangular box, its sum over all periodic images converges to its value at the minimum
image. -/
theorem lattice_sum_eq_minImage {L : ι → ℝ} {c : ℝ} (hc : ∀ i, c ≤ L i / 2)
    (V : (ι → ℝ) → ℝ) (hV : ∀ x, c ≤ len x → V x = 0) (d : ι → ℝ) :
    HasSum (fun k : ι → ℤ => V (boxImage L d k)) (V (boxMinImage L d)) := by
  rw [← boxImage_round L d]
  apply hasSum_single (fun i => -round (d i / L i))
  intro k hk
  apply hV
  by_contra h
  have hlt : len (boxImage L d k) < c := not_le.mp h
  have hpos : 0 < c := lt_of_le_of_lt (Real.sqrt_nonneg _) hlt
  have hL : ∀ i, 0 < L i := fun i => by linarith [hc i]
  -- an image inside the cutoff must be the minimum image
  have hmin := lt_of_le_of_lt (boxMinImage_shortest hL d k) hlt
  rw [← boxImage_round L d] at hmin
  exact hk (boxImage_unique hc hlt hmin)

/-- The squared length of the displacement with fractional coordinates `f, g` in the skewed
planar cell with edge vectors `(1, 0)` and `(1/2, 1)`. -/
def skewSq (f g : ℝ) : ℝ := (f + g / 2) ^ 2 + g ^ 2

/-- In the skewed cell, rounding the fractional coordinates `(2/5, 2/5)` gives a displacement
longer than the periodic image shifted by minus the first edge vector. -/
theorem skew_rounding_fails :
    skewSq (2 / 5 - 1) (2 / 5) <
      skewSq (2 / 5 - round (2 / 5 : ℝ)) (2 / 5 - round (2 / 5 : ℝ)) := by
  have h : round (2 / 5 : ℝ) = 0 := by
    rw [round_eq, Int.floor_eq_iff]
    norm_num
  rw [h]
  norm_num [skewSq]

end

end MinimumImage
```

```lean
#print axioms MinimumImage.half_edge_sharp
#print axioms MinimumImage.boxImage_unique
#print axioms MinimumImage.lattice_sum_eq_minImage
#print axioms MinimumImage.skew_rounding_fails
```

```
'MinimumImage.half_edge_sharp' depends on axioms: [propext, Classical.choice, Quot.sound]
'MinimumImage.boxImage_unique' depends on axioms: [propext, Classical.choice, Quot.sound]
'MinimumImage.lattice_sum_eq_minImage' depends on axioms: [propext, Classical.choice, Quot.sound]
'MinimumImage.skew_rounding_fails' depends on axioms: [propext, Classical.choice, Quot.sound]
```

## How Lean checks the one-edge results

In `minImage_spec`, the auxiliary statement `key` rewrites $d - Lz$ as $L(d/L - z)$, which is the change to units of the edge. The bound by $L/2$ then comes from Mathlib's `abs_sub_round`, the inequality $|u - \mathrm{round}(u)| \le 1/2$, multiplied by $L$. For minimality, the equation `e` writes the image $d + kL$ in the same form with the integer $-k$. The lemma `round_le` says that rounding gives a nearest integer, and `mul_le_mul_of_nonneg_left` multiplies its inequality by $|L|$.

The proof of `image_unique` first obtains $L > 0$ from the hypotheses and splits each absolute value into two inequalities with `abs_lt`. It then separates the cases $k < l$, $k = l$ and $k > l$. In the first case the integers satisfy $k + 1 \le l$. Multiplying by $L$ puts the two images at least one edge apart, and `nlinarith` finds the contradiction with the cutoff. The third case is the same with the labels exchanged.

For `half_edge_sharp`, `abs_lt` again replaces each absolute value by two linear inequalities, which `linarith` proves.

## How Lean checks the box and the lattice sum

The lemma `boxImage_round` identifies the axis-by-axis minimum image as the periodic image with label $k^*$. This link is needed because the lattice sum runs over labels, while the minimum image is defined by a formula.

In `boxMinImage_shortest`, the tactic steps run backwards through the derivation. `Real.sqrt_le_sqrt` reduces the claim about lengths to one about sums of squares, `Finset.sum_le_sum` reduces that to single terms, and `sq_le_sq` turns each term into the one-edge inequality.

In `boxImage_unique`, the statement `comp` says that no component exceeds the length. It follows because one square is at most the sum of all squares. After `funext i` the goal is equality of the labels on axis $i$, and `image_unique` supplies it.

The proof of `lattice_sum_eq_minImage` rewrites the right-hand side with `boxImage_round` and applies `hasSum_single`. That lemma gives convergence to one term once all the others are known to vanish. For a label other than $k^*$, the hypothesis `hV` reduces the goal to showing that the image has length at least $c$. The proof assumes the opposite, derives positive edges, and uses `boxMinImage_shortest` to place the minimum image inside the cutoff too. Then `boxImage_unique` makes the labels equal, against the assumption.

Finally, `skew_rounding_fails` shows that $2/5$ rounds to zero by writing the rounded value as the floor of $2/5 + 1/2$. With that value inserted, `norm_num` evaluates both squared lengths and compares them.
